# Positive net covariance deepens the low bias of the fluctuation heat capacity for energies with common mean and variance

**Q.** What is being averaged over? A simulation gives me one run, not a probability space.

**A.** An outcome $\omega$ is a whole run, not a single microstate. The set $\Omega$ of possible runs is finite, and run $\omega$ has probability $p(\omega)$.

```lean
import Mathlib

open Finset

namespace FluctuationHeatCapacity

noncomputable section

/-- A finite probability space: nonnegative weights that sum to one. -/
structure Ensemble (Ω : Type*) [Fintype Ω] where
  /-- The probability of each outcome. -/
  p : Ω → ℝ
  nonneg : ∀ ω, 0 ≤ p ω
  sum_one : ∑ ω, p ω = 1
```

The expected value is $\langle f\rangle=\sum_\omega p(\omega)f(\omega)$, and the covariance is the expected product of deviations from the means.

```lean
variable {Ω : Type*} [Fintype Ω] {N : ℕ}

/-- The expected value of an observable. -/
def Ensemble.mean (P : Ensemble Ω) (f : Ω → ℝ) : ℝ := ∑ ω, P.p ω * f ω

/-- The covariance of two observables. -/
def Ensemble.cov (P : Ensemble Ω) (f g : Ω → ℝ) : ℝ :=
  P.mean fun ω => (f ω - P.mean f) * (g ω - P.mean g)
```

Run $\omega$ records energies $x_i(\omega)$ with $i=0,\dots,N-1$ and $N\ge 1$. In Lean, `x i` is the observable and `fun i => x i ω` is the record of one run. Its average is $\bar x$, and its fluctuation is $F=\frac1N\sum_i(x_i-\bar x)^2$, with divisor $N$, not $N-1$.

```lean
/-- The average of `N ≥ 1` recorded energies. -/
def sampleMean (x : Fin N → ℝ) : ℝ := (∑ i, x i) / N

/-- The mean square fluctuation of `N ≥ 1` recorded energies about their own average. -/
def fluctuation (x : Fin N → ℝ) : ℝ := (∑ i, (x i - sampleMean x) ^ 2) / N
```

**Q.** Where does equilibrium enter?

**A.** Only through `SharedMoments`: every $x_i$ has the same mean $\mu$ and variance $v$, as in an equilibrated run. The covariances $C_{ij}=\langle(x_i-\mu)(x_j-\mu)\rangle$ are otherwise arbitrary and need not depend on the time lag alone. They define the statistical inefficiency $g=\sum_{i,j}C_{ij}/(Nv)$.

The heat capacity is defined as energy variance over $k_BT^2$, with $k_B$ Boltzmann's constant and $T$ the fixed temperature. This canonical relation is assumed, not derived, and $v$ must be the canonical variance for it to apply.

```lean
/-- All energies have the same mean `μ` and the same variance `v`. -/
def SharedMoments (P : Ensemble Ω) (x : Fin N → Ω → ℝ) (μ v : ℝ) : Prop :=
  ∀ i, P.mean (x i) = μ ∧ P.cov (x i) (x i) = v

/-- The statistical inefficiency `g`: the sum of all covariances over `N v`,
for `N ≥ 1` and `v ≠ 0`. -/
def inefficiency (P : Ensemble Ω) (x : Fin N → Ω → ℝ) (v : ℝ) : ℝ :=
  (∑ i, ∑ j, P.cov (x i) (x j)) / (N * v)

/-- The heat capacity belonging to an energy variance, for nonzero `kB` and `T`. -/
def heatCapacity (kB T var : ℝ) : ℝ := var / (kB * T ^ 2)
```

**Q.** How does the bias come out by hand?

**A.** Write $x_i-\bar x=(x_i-\mu)-(\bar x-\mu)$, square and average over $i$. Since $\frac1N\sum_i(x_i-\mu)=\bar x-\mu$, the cross term is $-2(\bar x-\mu)^2$, so

$$F=\frac1N\sum_i(x_i-\mu)^2-(\bar x-\mu)^2 .$$

The first term has expected value $v$. For the second,

$$\langle(\bar x-\mu)^2\rangle=\frac1{N^2}\sum_{i,j}\langle(x_i-\mu)(x_j-\mu)\rangle=\frac1{N^2}\sum_{i,j}C_{ij}=\frac{vg}{N}.$$

Subtracting gives $\langle F\rangle=v(1-g/N)$.

**Q.** And does the Lean proof follow that route?

**A.** Yes. After a lemma that takes constant divisors out of expected values, `fluctuation_eq` proves the identity for a single run, using $\sum_i x_i=N\bar x$.

```lean
/-- A constant divisor can be taken out of an expected value. -/
theorem mean_div (P : Ensemble Ω) (f : Ω → ℝ) (c : ℝ) :
    P.mean (fun ω => f ω / c) = P.mean f / c := by
  simp only [Ensemble.mean, mul_div_assoc', Finset.sum_div]

/-- The fluctuation about the sample mean is the mean square deviation from any reference
energy `μ`, less the squared deviation of the sample mean from `μ`. -/
theorem fluctuation_eq (hN : 0 < N) (x : Fin N → ℝ) (μ : ℝ) :
    fluctuation x = (∑ i, (x i - μ) ^ 2) / N - (sampleMean x - μ) ^ 2 := by
  have hN' : (N : ℝ) ≠ 0 := by positivity
  have hs : ∑ i, x i = N * sampleMean x := by
    unfold sampleMean
    field_simp
  have h : ∑ i, (x i - sampleMean x) ^ 2
      = ∑ i, (x i - μ) ^ 2 - N * (sampleMean x - μ) ^ 2 := by
    calc ∑ i, (x i - sampleMean x) ^ 2
        = ∑ i, ((x i - μ) ^ 2 - 2 * (sampleMean x - μ) * x i
            + (sampleMean x ^ 2 - μ ^ 2)) := sum_congr rfl fun i _ => by ring
      _ = ∑ i, (x i - μ) ^ 2 - 2 * (sampleMean x - μ) * ∑ i, x i
            + N * (sampleMean x ^ 2 - μ ^ 2) := by
          rw [sum_add_distrib, sum_sub_distrib, ← mul_sum]
          simp only [sum_const, card_univ, Fintype.card_fin, nsmul_eq_mul]
      _ = _ := by rw [hs]; ring
  rw [fluctuation, h, sub_div, mul_div_cancel_left₀ _ hN']
```

The lemma `mean_sq_sampleMean` assumes that all energies have the same mean $\mu$. In its proof, `hh` turns the squared sum into a double sum, and `hswap` moves the sum over runs inside it.

```lean
/-- The mean square error of the sample mean is the sum of all covariances over `N²`. -/
theorem mean_sq_sampleMean (P : Ensemble Ω) (hN : 0 < N) (x : Fin N → Ω → ℝ) (μ : ℝ)
    (hμ : ∀ i, P.mean (x i) = μ) :
    P.mean (fun ω => (sampleMean (fun i => x i ω) - μ) ^ 2)
      = (∑ i, ∑ j, P.cov (x i) (x j)) / (N : ℝ) ^ 2 := by
  have hN' : (N : ℝ) ≠ 0 := by positivity
  have hpt : ∀ ω, sampleMean (fun i => x i ω) - μ = (∑ i, (x i ω - μ)) / N := by
    intro ω
    rw [sum_sub_distrib]
    simp only [sampleMean, sum_const, card_univ, Fintype.card_fin, nsmul_eq_mul]
    rw [sub_div, mul_div_cancel_left₀ _ hN']
  have hc : ∀ i j, P.cov (x i) (x j)
      = ∑ ω, P.p ω * ((x i ω - μ) * (x j ω - μ)) := by
    intro i j
    unfold Ensemble.cov
    rw [hμ i, hμ j]
    rfl
  -- the square of a sum is a double sum
  have hh : ∀ ω, ∑ i, ∑ j, P.p ω * ((x i ω - μ) * (x j ω - μ))
      = P.p ω * (∑ i, (x i ω - μ)) ^ 2 := by
    intro ω
    rw [sq, Finset.sum_mul_sum, mul_sum]
    exact sum_congr rfl fun i _ => by rw [mul_sum]
  have hswap : ∑ ω, ∑ i, ∑ j, P.p ω * ((x i ω - μ) * (x j ω - μ))
      = ∑ i, ∑ j, ∑ ω, P.p ω * ((x i ω - μ) * (x j ω - μ)) :=
    sum_comm.trans (sum_congr rfl fun i _ => sum_comm)
  simp only [hc]
  rw [← hswap, Finset.sum_div]
  simp only [Ensemble.mean]
  refine sum_congr rfl fun ω _ => ?_
  rw [hpt, div_pow, hh ω, mul_div_assoc]
```

The main theorem, `mean_fluctuation`, assumes $N>0$, $v>0$ and `SharedMoments`. Its step `hsum` evaluates the first term, `hg` rewrites the covariance sum through $g$, and `linear_combination` does the subtraction.

```lean
/-- The expected fluctuation of `N` correlated energies with common mean and common
variance `v` is `v (1 - g / N)`. -/
theorem mean_fluctuation (P : Ensemble Ω) (hN : 0 < N) (x : Fin N → Ω → ℝ) {μ v : ℝ}
    (hv : 0 < v) (hx : SharedMoments P x μ v) :
    P.mean (fun ω => fluctuation (fun i => x i ω)) = v * (1 - inefficiency P x v / N) := by
  have hN' : (N : ℝ) ≠ 0 := by positivity
  have hv' : v ≠ 0 := hv.ne'
  have hvar : ∀ i, P.cov (x i) (x i) = v := fun i => (hx i).2
  have hsub : ∀ f g : Ω → ℝ, P.mean (fun ω => f ω - g ω) = P.mean f - P.mean g := by
    intro f g
    simp only [Ensemble.mean, mul_sub, sum_sub_distrib]
  -- deviations from the true mean carry the full variance
  have hsum : P.mean (fun ω => ∑ i, (x i ω - μ) ^ 2) = N * v := by
    calc P.mean (fun ω => ∑ i, (x i ω - μ) ^ 2) = ∑ i, P.cov (x i) (x i) := by
          simp only [Ensemble.mean, mul_sum]
          rw [sum_comm]
          refine sum_congr rfl fun i _ => ?_
          unfold Ensemble.cov
          rw [(hx i).1]
          simp only [Ensemble.mean, sq]
      _ = N * v := by
          simp only [hvar, sum_const, card_univ, Fintype.card_fin, nsmul_eq_mul]
  have hg : v * (inefficiency P x v / N)
      = (∑ i, ∑ j, P.cov (x i) (x j)) / (N : ℝ) ^ 2 := by
    unfold inefficiency
    field_simp
  simp only [fluctuation_eq hN _ μ]
  rw [hsub, mean_div, hsum, mean_sq_sampleMean P hN x μ (fun i => (hx i).1),
    mul_div_cancel_left₀ _ hN']
  linear_combination hg
```

**Q.** What if the run is still drifting?

**A.** Then the formula can fail. Take $N=2$, let $x_0=\pm1$ with equal probability, and set $x_1=x_0+2$. Both variances and the covariance equal 1, so $g=2$ and the formula predicts 0. Yet $F=(x_0-x_1)^2/4=1$ in every run. Only the common mean is missing.

**Q.** With a common mean and variance, could anticorrelation make the bias positive?

**A.** No. Since $\langle(\bar x-\mu)^2\rangle\ge0$, we have $g\ge0$; since $\langle F\rangle\ge0$, we have $g\le N$. At best the bias vanishes, at $g=0$.

```lean
/-- The statistical inefficiency lies between `0` and `N`. -/
theorem inefficiency_bounds (P : Ensemble Ω) (hN : 0 < N) (x : Fin N → Ω → ℝ) {μ v : ℝ}
    (hv : 0 < v) (hx : SharedMoments P x μ v) :
    0 ≤ inefficiency P x v ∧ inefficiency P x v ≤ N := by
  have hNp : (0 : ℝ) < N := by exact_mod_cast hN
  have hnn : ∀ f : Ω → ℝ, (∀ ω, 0 ≤ f ω) → 0 ≤ P.mean f := fun f hf =>
    sum_nonneg fun ω _ => mul_nonneg (P.nonneg ω) (hf ω)
  constructor
  · have h : 0 ≤ (∑ i, ∑ j, P.cov (x i) (x j)) / (N : ℝ) ^ 2 := by
      rw [← mean_sq_sampleMean P hN x μ (fun i => (hx i).1)]
      exact hnn _ fun ω => sq_nonneg _
    have hS := (le_div_iff₀ (pow_pos hNp 2)).mp h
    rw [zero_mul] at hS
    exact div_nonneg hS (mul_pos hNp hv).le
  · have h : 0 ≤ P.mean (fun ω => fluctuation (fun i => x i ω)) :=
      hnn _ fun ω => div_nonneg (sum_nonneg fun i _ => sq_nonneg _) hNp.le
    rw [mean_fluctuation P hN x hv hx] at h
    have h1 := (mul_nonneg_iff_of_pos_left hv).mp h
    exact (div_le_one hNp).mp (by linarith)
```

**Q.** "Positive correlation" is vague when some covariances are negative.

**A.** What counts is the net off-diagonal covariance $S=\sum_i\sum_{j\ne i}C_{ij}$. The diagonal contributes $Nv$, so $g=1+S/(Nv)$. The proof splits it off with `add_sum_erase`. Uncorrelated energies with common mean and variance have $S=0$ and the familiar factor $1-1/N$.

```lean
/-- The statistical inefficiency is one plus the sum of the covariances between different
energies over `N v`. -/
theorem inefficiency_eq_one_add (P : Ensemble Ω) (hN : 0 < N) (x : Fin N → Ω → ℝ) {v : ℝ}
    (hv : 0 < v) (hvar : ∀ i, P.cov (x i) (x i) = v) :
    inefficiency P x v
      = 1 + (∑ i, ∑ j ∈ univ.erase i, P.cov (x i) (x j)) / (N * v) := by
  have hNv : (N : ℝ) * v ≠ 0 := by positivity
  have h : ∑ i, ∑ j, P.cov (x i) (x j)
      = N * v + ∑ i, ∑ j ∈ univ.erase i, P.cov (x i) (x j) := by
    calc ∑ i, ∑ j, P.cov (x i) (x j)
        = ∑ i, (P.cov (x i) (x i) + ∑ j ∈ univ.erase i, P.cov (x i) (x j)) :=
          sum_congr rfl fun i _ =>
            (add_sum_erase univ (fun j => P.cov (x i) (x j)) (mem_univ i)).symm
      _ = _ := by
          rw [sum_add_distrib]
          simp only [hvar, sum_const, card_univ, Fintype.card_fin, nsmul_eq_mul]
  rw [inefficiency, h, add_div, div_self hNv]

/-- For pairwise uncorrelated energies the expected fluctuation is `v (1 - 1 / N)`. -/
theorem mean_fluctuation_uncorrelated (P : Ensemble Ω) (hN : 0 < N) (x : Fin N → Ω → ℝ)
    {μ v : ℝ} (hv : 0 < v) (hx : SharedMoments P x μ v)
    (h0 : ∀ i j, i ≠ j → P.cov (x i) (x j) = 0) :
    P.mean (fun ω => fluctuation (fun i => x i ω)) = v * (1 - 1 / N) := by
  have h : ∑ i, ∑ j ∈ univ.erase i, P.cov (x i) (x j) = 0 :=
    sum_eq_zero fun i _ => sum_eq_zero fun j hj => h0 i j (ne_of_mem_erase hj).symm
  rw [mean_fluctuation P hN x hv hx,
    inefficiency_eq_one_add P hN x hv (fun i => (hx i).2), h, zero_div, add_zero]
```

Dividing by $k_BT^2$ gives the expected heat capacity

$$\frac{\langle F\rangle}{k_BT^2}=\Bigl(1-\frac1N\Bigr)\frac{v}{k_BT^2}-\frac{S}{N^2k_BT^2}.$$

It lies below the uncorrelated value exactly when $S>0$. The step `key` is this separation, and the rest is the sign of the last term. For short first-principles molecular dynamics runs that sample the canonical ensemble, $S/(N^2k_BT^2)$ with $S>0$ is the expected extra shortfall caused by correlated sampling, provided the energies share their mean and variance and the set of runs is modelled as finite.

```lean
/-- The expected fluctuation heat capacity lies below `1 - 1 / N` times the exact one if and
only if the covariances between different energies have a positive sum. -/
theorem heatCapacity_bias_iff (P : Ensemble Ω) (hN : 0 < N) (x : Fin N → Ω → ℝ)
    {μ v kB T : ℝ} (hv : 0 < v) (hx : SharedMoments P x μ v) (hk : 0 < kB) (hT : 0 < T) :
    P.mean (fun ω => heatCapacity kB T (fluctuation (fun i => x i ω)))
        < (1 - 1 / N) * heatCapacity kB T v
      ↔ 0 < ∑ i, ∑ j ∈ univ.erase i, P.cov (x i) (x j) := by
  have hNp : (0 : ℝ) < N := by exact_mod_cast hN
  have hc : 0 < v / (N * (kB * T ^ 2)) := by positivity
  -- the extra bias is proportional to the off-diagonal part of `g`
  have key : ∀ a : ℝ, v * (1 - (1 + a) / N) / (kB * T ^ 2)
      = (1 - 1 / N) * (v / (kB * T ^ 2)) - a * (v / (N * (kB * T ^ 2))) := by
    intro a
    ring
  simp only [heatCapacity]
  rw [mean_div, mean_fluctuation P hN x hv hx,
    inefficiency_eq_one_add P hN x hv (fun i => (hx i).2), key, sub_lt_self_iff,
    mul_pos_iff_of_pos_right hc, div_pos_iff_of_pos_right (mul_pos hNp hv)]
```

**Q.** Can I correct my data with this?

**A.** If the energies share their mean and variance and $g\ne N$, dividing $F$ by $1-g/N$ gives expected value $v$: the constant comes out of the average and cancels. Here $g$ is the exact value; an estimate from the same run would itself fluctuate, and the theorem does not cover it. A single energy has $g=N=1$ and $F=0$, so there is nothing to rescale.

```lean
/-- If `g ≠ N`, the fluctuation divided by `1 - g / N` has the true variance as its
expected value. -/
theorem mean_corrected_fluctuation (P : Ensemble Ω) (hN : 0 < N) (x : Fin N → Ω → ℝ)
    {μ v : ℝ} (hv : 0 < v) (hx : SharedMoments P x μ v) (hg : inefficiency P x v ≠ N) :
    P.mean (fun ω => fluctuation (fun i => x i ω) / (1 - inefficiency P x v / N)) = v := by
  have hN' : (N : ℝ) ≠ 0 := by positivity
  have h : 1 - inefficiency P x v / N ≠ 0 := by
    intro h0
    have h1 : inefficiency P x v / N = 1 := by linarith
    exact hg ((div_eq_one_iff_eq hN').mp h1)
  rw [mean_div, mean_fluctuation P hN x hv hx, mul_div_cancel_right₀ _ h]

end

end FluctuationHeatCapacity
```

```lean
#print axioms FluctuationHeatCapacity.inefficiency_bounds
#print axioms FluctuationHeatCapacity.mean_fluctuation_uncorrelated
#print axioms FluctuationHeatCapacity.heatCapacity_bias_iff
#print axioms FluctuationHeatCapacity.mean_corrected_fluctuation
```

```
'FluctuationHeatCapacity.inefficiency_bounds' depends on axioms: [propext, Classical.choice, Quot.sound]
'FluctuationHeatCapacity.mean_fluctuation_uncorrelated' depends on axioms: [propext, Classical.choice, Quot.sound]
'FluctuationHeatCapacity.heatCapacity_bias_iff' depends on axioms: [propext, Classical.choice, Quot.sound]
'FluctuationHeatCapacity.mean_corrected_fluctuation' depends on axioms: [propext, Classical.choice, Quot.sound]
```
